# A finite Legendre sum satisfies f(x) = f(−x) on [−1,1] exactly when its odd-l coefficients vanish

When two identical particles scatter with an antisymmetric spatial state, only the odd partial waves should matter: f(θ) − f(π − θ) vanishes at every angle exactly when all odd-l coefficients of f are zero. I know the parity argument for one direction. For the converse, I want to be sure that several odd waves can't conspire to cancel at all angles. Can this be made rigorous for a finite partial-wave sum, starting from the recursion for the Legendre polynomials, and checked by machine?

## Odd waves cannot cancel one another at all angles

Yes. For f(x) = Σ_(l<n) a_l P_l(x) with complex a_l and x = cos θ, the difference f(x) − f(−x) is zero throughout [−1,1] if and only if a_l = 0 for every odd l < n. Vanishing on any infinite set of real x is already enough. The Lean file below proves both statements, along with the symmetric counterpart and a comparison of two amplitudes.

For two fermions in the same spin state, scattering through a central, spin-independent force with finitely many partial waves, this means that the antisymmetrised amplitude fixes the odd coefficients and carries no information about the even ones.

### From Bonnet's recursion to the odd coefficients

Start from P_0 = 1, P_1 = x and

(l+2) P_(l+2) = (2l+3) x P_(l+1) − (l+1) P_l.

**Degree.** Let c_l be the coefficient of x^l in P_l. Then c_0 = c_1 = 1. If P_(l+1) and P_l have no terms above degrees l+1 and l, the recursion gives P_(l+2) none above degree l+2. Only the term x P_(l+1) reaches that degree, so

c_(l+2) = (2l+3)/(l+2) · c_(l+1).

The factor is never zero, so every c_l is nonzero.

**Independence.** Suppose Σ_(l<n+1) a_l P_l is the zero polynomial. Its coefficient at degree n is a_n c_n, because the lower P_l do not reach that degree. Hence a_n = 0. Remove that term and repeat with the shorter sum until every coefficient has been shown to vanish.

**From values to coefficients.** If f(x) = 0 for infinitely many x, the polynomial f has infinitely many roots and is therefore the zero polynomial. By independence, all its a_l with l < n vanish.

**Parity.** P_0(−x) = P_0(x) and P_1(−x) = −P_1(x). If P_l and P_(l+1) have parities (−1)^l and (−1)^(l+1), then

(l+2) P_(l+2)(−x) = (2l+3)(−x)(−1)^(l+1) P_(l+1)(x) − (l+1)(−1)^l P_l(x) = (−1)^(l+2) (l+2) P_(l+2)(x).

So P_l(−x) = (−1)^l P_l(x) for every l.

**Exchange.** Substituting this into the amplitude gives

f(x) − f(−x) = Σ_(l<n) (1 − (−1)^l) a_l P_l(x).

This is again a finite Legendre sum. Its coefficients are 0 for even l and 2a_l for odd l. It vanishes on an infinite set exactly when all of them are zero, that is, when a_l = 0 for every odd l < n.

With a plus sign, the factor is 1 + (−1)^l and the even coefficients take over. For two amplitudes with coefficients a_l and b_l, apply the result to a_l − b_l: the antisymmetrised amplitudes agree at all angles exactly when the odd coefficients agree.

### Four partial waves, and the s-wave alone

Take n = 4 with a_0 = 2, a_1 = 1, a_2 = i and a_3 = 1. These numbers are chosen for easy arithmetic and do not describe a physical amplitude: in the usual phase convention, unitarity rules out nonzero real a_l. Since P_3 = (5x³ − 3x)/2,

f(x) − f(−x) = 2x + (5x³ − 3x) = 5x³ − x.

The even coefficients 2 and i have disappeared. The result is zero at x = 0 and x = ±1/√5, which are angles of 90° and about 63.4° and 116.6°, although both odd coefficients are nonzero. Odd waves can therefore cancel at isolated angles, but not on an infinite set.

For n = 1 only the s-wave is present. Then f is the constant a_0 and f(x) − f(−x) = 0 whatever a_0 is, in agreement with the theorem, since there is no odd l below 1. In this truncated model, two fermions in the same spin state do not scatter. The first possible contribution comes at n = 2 and equals 2a_1 x. For n = 0 the sum is empty and both sides of the equivalence hold trivially.

### What the Lean statements say about scattering

`legendreP l` is P_l as a polynomial with complex coefficients, defined by the recursion solved for its highest term. `amplitude a n x` is the partial-wave sum over l < n at a real x, which stands for cos θ. The sequence `a : ℕ → ℂ` is arbitrary, and only its first n entries enter. Any factors such as 2l+1 or 1/k are absorbed into a_l.

Exchange is the map x ↦ −x, which is θ ↦ π − θ in the centre-of-mass frame for an amplitude that does not depend on the azimuthal angle. `antisymAmplitude` and `symAmplitude` are the difference and the sum, without a factor 1/√2; such a factor would not affect where they vanish.

- `antisymmetric_scattering_vanishes_iff` is the equivalence on [−1,1], which is `Set.Icc (-1 : ℝ) 1`.
- `antisymAmplitude_vanishes_iff` replaces the interval by any infinite set `S` of real numbers.
- `symAmplitude_vanishes_iff` is the version for the symmetric combination and even l.
- `antisymmetric_scattering_eq_iff` compares two amplitudes at all angles in [0,π].

The cutoff n is finite, so infinite partial-wave series, such as the one for Coulomb scattering, are not covered. The coefficients are not derived from a potential or constrained by unitarity, and spin enters only through the choice of sign. The theorems concern complex amplitudes, not the cross sections formed from their squared moduli.

```lean
import Mathlib

open Polynomial

namespace IdenticalParticleScattering

noncomputable section

/-- Legendre polynomials, defined by `P₀ = 1`, `P₁ = x` and Bonnet's recursion
`(l+2) P_(l+2) = (2l+3) x P_(l+1) - (l+1) P_l`, solved for the highest term. -/
def legendreP : ℕ → ℂ[X]
  | 0 => 1
  | 1 => X
  | (l + 2) => C ((2 * (l : ℂ) + 3) / ((l : ℂ) + 2)) * (X * legendreP (l + 1))
      - C (((l : ℂ) + 1) / ((l : ℂ) + 2)) * legendreP l

/-- The scattering amplitude `f(x) = ∑_{l<n} a_l P_l(x)` as a function of `x = cos θ`. -/
def amplitude (a : ℕ → ℂ) (n : ℕ) (x : ℝ) : ℂ :=
  ∑ l ∈ Finset.range n, a l * (legendreP l).eval (x : ℂ)

/-- The amplitude antisymmetrised under exchange of the two particles, `f(x) - f(-x)`. -/
def antisymAmplitude (a : ℕ → ℂ) (n : ℕ) (x : ℝ) : ℂ :=
  amplitude a n x - amplitude a n (-x)

/-- The amplitude symmetrised under exchange of the two particles, `f(x) + f(-x)`. -/
def symAmplitude (a : ℕ → ℂ) (n : ℕ) (x : ℝ) : ℂ :=
  amplitude a n x + amplitude a n (-x)

/-- The polynomial `P_l` has no terms above degree `l`, and its coefficient at degree `l`
is nonzero. -/
theorem legendreP_coeff : ∀ l : ℕ,
    (∀ m, l < m → (legendreP l).coeff m = 0) ∧ (legendreP l).coeff l ≠ 0
  | 0 => by
    refine ⟨fun m hm => ?_, by simp [legendreP]⟩
    have h : m ≠ 0 := by omega
    simp [legendreP, coeff_one, h]
  | 1 => by
    refine ⟨fun m hm => ?_, by simp [legendreP]⟩
    have h : ¬ (1 = m) := by omega
    simp [legendreP, coeff_X, h]
  | (l + 2) => by
    obtain ⟨h1, h1'⟩ := legendreP_coeff (l + 1)
    obtain ⟨h0, _⟩ := legendreP_coeff l
    constructor
    · intro m hm
      obtain ⟨k, rfl⟩ : ∃ k, m = k + 1 := ⟨m - 1, by omega⟩
      rw [legendreP, coeff_sub, coeff_C_mul, coeff_C_mul, coeff_X_mul,
        h1 k (by omega), h0 (k + 1) (by omega)]
      simp
    · -- only the term `x P_(l+1)` reaches the top degree
      have e : (X * legendreP (l + 1)).coeff (l + 2) = (legendreP (l + 1)).coeff (l + 1) :=
        coeff_X_mul _ _
      rw [legendreP, coeff_sub, coeff_C_mul, coeff_C_mul, e, h0 (l + 2) (by omega),
        mul_zero, sub_zero]
      refine mul_ne_zero (div_ne_zero ?_ ?_) h1'
      · exact_mod_cast (by omega : 2 * l + 3 ≠ 0)
      · exact_mod_cast (by omega : l + 2 ≠ 0)

/-- If a finite sum of Legendre polynomials is the zero polynomial, all its coefficients
vanish. -/
theorem coeff_eq_zero_of_legendre_sum (a : ℕ → ℂ) (n : ℕ)
    (h : ∑ l ∈ Finset.range n, C (a l) * legendreP l = 0) : ∀ l < n, a l = 0 := by
  induction n with
  | zero => intro l hl; omega
  | succ n ih =>
    -- the coefficient at degree `n` isolates the highest partial wave
    have top : a n = 0 := by
      have hc := congrArg (fun p : ℂ[X] => p.coeff n) h
      simp only [Finset.sum_range_succ, coeff_add, Polynomial.finsetSum_coeff, coeff_C_mul,
        coeff_zero] at hc
      have hs : ∑ l ∈ Finset.range n, a l * (legendreP l).coeff n = 0 := by
        apply Finset.sum_eq_zero
        intro l hl
        rw [(legendreP_coeff l).1 n (Finset.mem_range.mp hl), mul_zero]
      rw [hs, zero_add] at hc
      exact (mul_eq_zero.mp hc).resolve_right (legendreP_coeff n).2
    rw [Finset.sum_range_succ, top, map_zero, zero_mul, add_zero] at h
    intro l hl
    by_cases hln : l = n
    · rw [hln]; exact top
    · exact ih h l (by omega)

/-- An amplitude vanishes on an infinite set of values of `cos θ` exactly when all its
partial-wave coefficients vanish. -/
theorem amplitude_vanishes_iff (a : ℕ → ℂ) (n : ℕ) {S : Set ℝ} (hS : S.Infinite) :
    (∀ x ∈ S, amplitude a n x = 0) ↔ ∀ l < n, a l = 0 := by
  constructor
  · intro h
    apply coeff_eq_zero_of_legendre_sum
    -- a polynomial with infinitely many roots is zero
    apply eq_zero_of_infinite_isRoot
    refine (hS.image Complex.ofReal_injective.injOn).mono ?_
    rintro _ ⟨x, hx, rfl⟩
    have hx0 := h x hx
    simp only [amplitude] at hx0
    simpa [IsRoot.def, Polynomial.eval_finsetSum] using hx0
  · intro h x _
    apply Finset.sum_eq_zero
    intro l hl
    rw [h l (Finset.mem_range.mp hl), zero_mul]

/-- Exchange of the particles, `x ↦ -x`, multiplies the `l`-th partial-wave coefficient
by `(-1)^l`. -/
theorem amplitude_exchange (a : ℕ → ℂ) (n : ℕ) (x : ℝ) :
    amplitude a n (-x) = amplitude (fun l => (-1) ^ l * a l) n x := by
  have parity : ∀ l : ℕ, (legendreP l).eval (-(x : ℂ))
      = (-1) ^ l * (legendreP l).eval (x : ℂ) := by
    intro l
    induction l using Nat.twoStepInduction with
    | zero => simp [legendreP]
    | one => simp [legendreP]
    | more l h0 h1 =>
      simp only [legendreP, eval_sub, eval_mul, eval_C, eval_X, h0, h1]
      ring
  unfold amplitude
  apply Finset.sum_congr rfl
  intro l _
  rw [Complex.ofReal_neg, parity]
  ring

/-- The antisymmetrised amplitude vanishes on an infinite set of values of `cos θ` exactly
when every odd-`l` coefficient is zero. -/
theorem antisymAmplitude_vanishes_iff (a : ℕ → ℂ) (n : ℕ) {S : Set ℝ} (hS : S.Infinite) :
    (∀ x ∈ S, antisymAmplitude a n x = 0) ↔ ∀ l < n, Odd l → a l = 0 := by
  have key : ∀ x, antisymAmplitude a n x
      = amplitude (fun l => (1 - (-1) ^ l) * a l) n x := by
    intro x
    rw [antisymAmplitude, amplitude_exchange]
    simp only [amplitude, ← Finset.sum_sub_distrib]
    exact Finset.sum_congr rfl fun l _ => by ring
  simp only [key]
  rw [amplitude_vanishes_iff _ n hS]
  constructor
  · intro h l hl ho
    have h' : (1 - (-1 : ℂ) ^ l) * a l = 0 := h l hl
    rw [ho.neg_one_pow] at h'
    linear_combination h' / 2
  · intro h l hl
    rcases Nat.even_or_odd l with he | ho
    · simp [he.neg_one_pow]
    · simp [h l hl ho]

/-- The difference `f(x) - f(-x)` vanishes for all `x` in `[-1,1]` exactly when every
odd-`l` coefficient of `f` is zero. -/
theorem antisymmetric_scattering_vanishes_iff (a : ℕ → ℂ) (n : ℕ) :
    (∀ x ∈ Set.Icc (-1 : ℝ) 1, amplitude a n x - amplitude a n (-x) = 0) ↔
      ∀ l < n, Odd l → a l = 0 :=
  antisymAmplitude_vanishes_iff a n (Set.Icc_infinite (by norm_num))

/-- The symmetrised amplitude vanishes on an infinite set of values of `cos θ` exactly
when every even-`l` coefficient is zero. -/
theorem symAmplitude_vanishes_iff (a : ℕ → ℂ) (n : ℕ) {S : Set ℝ} (hS : S.Infinite) :
    (∀ x ∈ S, symAmplitude a n x = 0) ↔ ∀ l < n, Even l → a l = 0 := by
  have key : ∀ x, symAmplitude a n x
      = amplitude (fun l => (1 + (-1) ^ l) * a l) n x := by
    intro x
    rw [symAmplitude, amplitude_exchange]
    simp only [amplitude, ← Finset.sum_add_distrib]
    exact Finset.sum_congr rfl fun l _ => by ring
  simp only [key]
  rw [amplitude_vanishes_iff _ n hS]
  constructor
  · intro h l hl he
    have h' : (1 + (-1 : ℂ) ^ l) * a l = 0 := h l hl
    rw [he.neg_one_pow] at h'
    linear_combination h' / 2
  · intro h l hl
    rcases Nat.even_or_odd l with he | ho
    · simp [h l hl he]
    · simp [ho.neg_one_pow]

/-- Two amplitudes `f` and `g` have equal antisymmetrised forms `f(θ) - f(π - θ)` and
`g(θ) - g(π - θ)` at all angles in `[0,π]` exactly when their odd-`l` coefficients agree. -/
theorem antisymmetric_scattering_eq_iff (a b : ℕ → ℂ) (n : ℕ) :
    (∀ θ ∈ Set.Icc 0 Real.pi,
      amplitude a n (Real.cos θ) - amplitude a n (Real.cos (Real.pi - θ))
        = amplitude b n (Real.cos θ) - amplitude b n (Real.cos (Real.pi - θ))) ↔
      ∀ l < n, Odd l → a l = b l := by
  have diff : ∀ x, amplitude (fun l => a l - b l) n x
      = amplitude a n x - amplitude b n x := by
    intro x
    simp only [amplitude, sub_mul, Finset.sum_sub_distrib]
  have main := antisymmetric_scattering_vanishes_iff (fun l => a l - b l) n
  simp only [diff, sub_eq_zero (b := b _)] at main
  rw [← main]
  constructor
  · intro h x hx
    -- every `x` in `[-1,1]` is the cosine of a scattering angle
    have hθ := h (Real.arccos x) ⟨Real.arccos_nonneg x, Real.arccos_le_pi x⟩
    rw [Real.cos_pi_sub, Real.cos_arccos hx.1 hx.2] at hθ
    linear_combination hθ
  · intro h θ _
    have hx := h (Real.cos θ) ⟨Real.neg_one_le_cos θ, Real.cos_le_one θ⟩
    rw [Real.cos_pi_sub]
    linear_combination hx

end

end IdenticalParticleScattering
```

```lean
#print axioms IdenticalParticleScattering.coeff_eq_zero_of_legendre_sum
#print axioms IdenticalParticleScattering.symAmplitude_vanishes_iff
#print axioms IdenticalParticleScattering.antisymmetric_scattering_eq_iff
```

```
'IdenticalParticleScattering.coeff_eq_zero_of_legendre_sum' depends on axioms: [propext, Classical.choice, Quot.sound]
'IdenticalParticleScattering.symAmplitude_vanishes_iff' depends on axioms: [propext, Classical.choice, Quot.sound]
'IdenticalParticleScattering.antisymmetric_scattering_eq_iff' depends on axioms: [propext, Classical.choice, Quot.sound]
```

### How the Lean proof follows the derivation

`legendreP_coeff` is the degree step. It proves both halves together, that P_l has no terms above degree l and that its coefficient at degree l is nonzero, by recursion on the two preceding polynomials. In the second half, `coeff_X_mul` identifies the coefficient of x P_(l+1) at degree l+2 with that of P_(l+1) at degree l+1.

`coeff_eq_zero_of_legendre_sum` is the independence step, by induction on n. The intermediate fact `top` reads off the coefficient at degree n and concludes that a_n = 0; the induction hypothesis handles the remaining sum.

`amplitude_vanishes_iff` passes from values to coefficients. The amplitude is sampled at real x while the polynomial is complex, so the proof first notes that the set stays infinite when embedded in ℂ. Then `eq_zero_of_infinite_isRoot` makes the polynomial zero.

`amplitude_exchange` contains the parity argument, as a two-step induction in which `ring` collects the signs. It states that exchange turns a_l into (−1)^l a_l.

In `antisymAmplitude_vanishes_iff`, the identity `key` rewrites the difference as an amplitude with coefficients (1 − (−1)^l) a_l, to which the previous equivalence applies. For odd l this gives 2a_l = 0, and `linear_combination h' / 2` divides by two. For even l the factor is already zero. `symAmplitude_vanishes_iff` repeats the argument with the other sign, and the theorem on [−1,1] follows because that interval is infinite.

`antisymmetric_scattering_eq_iff` applies the interval theorem to the coefficients a_l − b_l. To move between x and θ, it uses cos(π − θ) = −cos θ and takes θ = arccos x, so that every x in [−1,1] is reached by an angle in [0,π].
